# For splitting parameter $\alpha>0$, the short-range Ewald kernel tends to $\pi/\alpha^2$ as $k\to0^+$ and the long-range kernel diverges

For a splitting parameter $\alpha>0$, the short-range part of the Coulomb kernel in Ewald summation,

$$v_S(k)=\frac{4\pi}{k^2}\left(1-e^{-k^2/(4\alpha^2)}\right),$$

stays between $0$ and $\pi/\alpha^2$ for every wavenumber $k>0$ and tends to $\pi/\alpha^2$ as $k\to0^+$. The long-range part,

$$v_L(k)=\frac{4\pi}{k^2}\,e^{-k^2/(4\alpha^2)},$$

grows without bound in the same limit. I normally see this from a Taylor expansion, followed by the remark that charge neutrality takes care of the divergence. I would like to see both made rigorous and machine-checked: the bounds and limits of the kernels, and exactly what neutrality does to the long-range term. Can this be done in Lean 4 with Mathlib?

## Neutrality leaves a finite limit that can depend on direction

Yes. The bounds on $v_S$ are strict, $0<v_S(k)<\pi/\alpha^2$, and both kernel limits hold as you state them. For finitely many point charges in three dimensions, let the wavevector shrink to zero along a fixed unit vector $n$. The product of $v_L$ and the squared modulus of the structure factor then diverges if the total charge is non-zero. If the total charge vanishes, the product tends to $4\pi(n\cdot\mu)^2$, where $\mu$ is the dipole moment.

For a periodic simulation cell holding finitely many point charges, this describes the behaviour near the $k=0$ term that the reciprocal Ewald sum omits: a divergence for a charged cell, and a finite value that varies with direction for a neutral cell with a dipole.

### The two kernels at small $k$

Put $x=k^2/(4\alpha^2)$, which is positive for $k>0$. Then $e^{-x}<1$, so $v_S(k)>0$. The strict inequality $1-x<e^{-x}$ gives $1-e^{-x}<x$, and therefore

$$v_S(k)<\frac{4\pi}{k^2}\cdot\frac{k^2}{4\alpha^2}=\frac{\pi}{\alpha^2}.$$

A lower bound needs an upper bound on $e^{-x}$. For $x\ge0$ we have $e^x\ge1+x+x^2/2$, and

$$\left(1-x+\tfrac{x^2}{2}\right)\left(1+x+\tfrac{x^2}{2}\right)=1+\tfrac{x^4}{4}\ge1.$$

The first factor equals $\tfrac12\left[(x-1)^2+1\right]$ and is positive, so $(1-x+x^2/2)\,e^x\ge1$. Multiplying by $e^{-x}$ gives $e^{-x}\le1-x+x^2/2$. Hence

$$v_S(k)\ge\frac{4\pi}{k^2}\left(x-\frac{x^2}{2}\right)=\frac{\pi}{\alpha^2}-\frac{\pi k^2}{8\alpha^4}.$$

Both bounds tend to $\pi/\alpha^2$ as $k\to0^+$, and so does $v_S(k)$, which lies between them.

For the long-range kernel, $4\pi/k^2\to+\infty$ while $e^{-k^2/(4\alpha^2)}\to1$, so the product tends to $+\infty$.

### Charges, dipole and the inverse square

Let charges $q_i$ sit at positions $r_i$. Since $i$ labels the charges, I write $I$ for the imaginary unit. The structure factor and the dipole moment are

$$S(k)=\sum_i q_i\,e^{I\,k\cdot r_i},\qquad \mu=\sum_i q_i r_i,$$

where $k$ is now a vector. At $k=0$ every exponential is one, so $S(0)=\sum_i q_i$, the total charge. Along $k=tn$ with $|n|=1$ and $t>0$, differentiating term by term gives

$$\frac{d}{dt}S(tn)\Big|_{t=0}=\sum_i q_i\,I\,(n\cdot r_i)=I\,(n\cdot\mu).$$

If the total charge is non-zero, $|S(tn)|^2$ tends to the positive number $\left(\sum_i q_i\right)^2$. Multiplied by $v_L(t)\to+\infty$, it diverges.

If the total charge is zero, then $S(0)=0$ and the difference quotient is simply $S(tn)/t$, which tends to $I\,(n\cdot\mu)$. The factor $1/t^2$ in the kernel is what turns $S$ into this quotient:

$$v_L(t)\,|S(tn)|^2=4\pi\,e^{-t^2/(4\alpha^2)}\left|\frac{S(tn)}{t}\right|^2\longrightarrow4\pi\,(n\cdot\mu)^2.$$

### The Lean file

```lean
import Mathlib

open Real Filter Topology

namespace EwaldZeroWavevector

noncomputable section

local notation "E3" => EuclideanSpace ℝ (Fin 3)

/-- The short-range part of the Coulomb kernel at wavenumber `k`, with splitting parameter `α`. -/
def shortRange (α k : ℝ) : ℝ := 4 * π / k ^ 2 * (1 - Real.exp (-(k ^ 2 / (4 * α ^ 2))))

/-- The long-range part of the Coulomb kernel at wavenumber `k`, with splitting parameter `α`. -/
def longRange (α k : ℝ) : ℝ := 4 * π / k ^ 2 * Real.exp (-(k ^ 2 / (4 * α ^ 2)))

/-- The structure factor of point charges `q i` at positions `r i`. -/
def structureFactor {ι : Type*} [Fintype ι] (q : ι → ℝ) (r : ι → E3) (k : E3) : ℂ :=
  ∑ i, (q i : ℂ) * Complex.exp (((inner ℝ k (r i) : ℝ) : ℂ) * Complex.I)

/-- The dipole moment of point charges `q i` at positions `r i`. -/
def dipoleMoment {ι : Type*} [Fintype ι] (q : ι → ℝ) (r : ι → E3) : E3 :=
  ∑ i, q i • r i

/-- For `x ≥ 0`, the decaying exponential is at most its second-order Taylor polynomial. -/
theorem exp_neg_le_quadratic {x : ℝ} (hx : 0 ≤ x) :
    Real.exp (-x) ≤ 1 - x + x ^ 2 / 2 := by
  have h : 1 + x + x ^ 2 / 2 ≤ Real.exp x := Real.quadratic_le_exp_of_nonneg hx
  have e : Real.exp (-x) * Real.exp x = 1 := by
    rw [← Real.exp_add, neg_add_cancel, Real.exp_zero]
  have hp : 0 < 1 - x + x ^ 2 / 2 := by nlinarith [sq_nonneg (x - 1)]
  -- the two quadratics multiply to `1 + x ^ 4 / 4`
  have h1 : 1 ≤ (1 - x + x ^ 2 / 2) * Real.exp x :=
    calc (1 : ℝ) ≤ (1 - x + x ^ 2 / 2) * (1 + x + x ^ 2 / 2) := by
          nlinarith [sq_nonneg (x ^ 2)]
      _ ≤ _ := mul_le_mul_of_nonneg_left h hp.le
  calc Real.exp (-x) = Real.exp (-x) * 1 := (mul_one _).symm
    _ ≤ Real.exp (-x) * ((1 - x + x ^ 2 / 2) * Real.exp x) :=
        mul_le_mul_of_nonneg_left h1 (Real.exp_pos _).le
    _ = (1 - x + x ^ 2 / 2) * (Real.exp (-x) * Real.exp x) := by ring
    _ = 1 - x + x ^ 2 / 2 := by rw [e, mul_one]

/-- The short-range kernel is positive, lies strictly below `π / α²`, and falls short of that
value by at most `π k² / (8 α⁴)`. -/
theorem shortRange_bounds {α k : ℝ} (hα : 0 < α) (hk : 0 < k) :
    0 < shortRange α k ∧ shortRange α k < π / α ^ 2 ∧
      π / α ^ 2 - π * k ^ 2 / (8 * α ^ 4) ≤ shortRange α k := by
  have hx : 0 < k ^ 2 / (4 * α ^ 2) := by positivity
  have hc : 0 < 4 * π / k ^ 2 := by positivity
  have hlt : Real.exp (-(k ^ 2 / (4 * α ^ 2))) < 1 := Real.exp_lt_one_iff.mpr (by linarith)
  have hgt := Real.add_one_lt_exp (neg_ne_zero.mpr hx.ne')
  have hq := exp_neg_le_quadratic hx.le
  unfold shortRange
  refine ⟨mul_pos hc (by linarith), ?_, ?_⟩
  · calc 4 * π / k ^ 2 * (1 - Real.exp (-(k ^ 2 / (4 * α ^ 2))))
        < 4 * π / k ^ 2 * (k ^ 2 / (4 * α ^ 2)) :=
          mul_lt_mul_of_pos_left (by linarith) hc
      _ = π / α ^ 2 := by field_simp
  · calc π / α ^ 2 - π * k ^ 2 / (8 * α ^ 4)
        = 4 * π / k ^ 2 * (k ^ 2 / (4 * α ^ 2) - (k ^ 2 / (4 * α ^ 2)) ^ 2 / 2) := by
          field_simp
          ring
      _ ≤ _ := mul_le_mul_of_nonneg_left (by linarith) hc.le

/-- The Gaussian damping factor tends to one at small wavenumber. -/
theorem damping_tendsto (α : ℝ) :
    Tendsto (fun k : ℝ => Real.exp (-(k ^ 2 / (4 * α ^ 2)))) (𝓝[>] 0) (𝓝 1) := by
  have hc : Continuous (fun k : ℝ => Real.exp (-(k ^ 2 / (4 * α ^ 2)))) := by fun_prop
  have h := hc.tendsto 0
  simp only [ne_eq, OfNat.ofNat_ne_zero, not_false_eq_true, zero_pow, zero_div, neg_zero,
    Real.exp_zero] at h
  exact h.mono_left nhdsWithin_le_nhds

/-- The long-range kernel diverges to `+∞` as the wavenumber tends to zero from above. -/
theorem longRange_tendsto (α : ℝ) : Tendsto (longRange α) (𝓝[>] 0) atTop := by
  have h1 : Tendsto (fun k : ℝ => (k⁻¹) ^ 2) (𝓝[>] 0) atTop :=
    (tendsto_pow_atTop two_ne_zero).comp tendsto_inv_nhdsGT_zero
  have h2 : Tendsto (fun k : ℝ => 4 * π * (k⁻¹) ^ 2) (𝓝[>] 0) atTop :=
    h1.const_mul_atTop (by positivity)
  refine (h2.atTop_mul_pos one_pos (damping_tendsto α)).congr (fun k => ?_)
  unfold longRange
  ring

/-- The short-range Ewald kernel lies strictly between `0` and `π / α²` and tends to `π / α²`
at small wavenumber, while the long-range kernel diverges to `+∞`. -/
theorem ewald_kernels_at_zero {α : ℝ} (hα : 0 < α) :
    (∀ k, 0 < k → 0 < shortRange α k ∧ shortRange α k < π / α ^ 2) ∧
      Tendsto (shortRange α) (𝓝[>] 0) (𝓝 (π / α ^ 2)) ∧
      Tendsto (longRange α) (𝓝[>] 0) atTop := by
  refine ⟨fun k hk => ⟨(shortRange_bounds hα hk).1, (shortRange_bounds hα hk).2.1⟩, ?_,
    longRange_tendsto α⟩
  -- squeeze between the quadratic lower bound and the constant upper bound
  have hc : Continuous (fun k : ℝ => π / α ^ 2 - π * k ^ 2 / (8 * α ^ 4)) := by fun_prop
  have hl : Tendsto (fun k : ℝ => π / α ^ 2 - π * k ^ 2 / (8 * α ^ 4)) (𝓝[>] 0)
      (𝓝 (π / α ^ 2)) := by
    have h := hc.tendsto 0
    simp only [ne_eq, OfNat.ofNat_ne_zero, not_false_eq_true, zero_pow, mul_zero, zero_div,
      sub_zero] at h
    exact h.mono_left nhdsWithin_le_nhds
  refine tendsto_of_tendsto_of_tendsto_of_le_of_le' hl tendsto_const_nhds ?_ ?_
  · filter_upwards [self_mem_nhdsWithin] with k hk
    exact (shortRange_bounds hα hk).2.2
  · filter_upwards [self_mem_nhdsWithin] with k hk
    exact (shortRange_bounds hα hk).2.1.le

variable {ι : Type*} [Fintype ι]

/-- At zero wavevector the structure factor is the total charge. -/
theorem structureFactor_zero (q : ι → ℝ) (r : ι → E3) :
    structureFactor q r 0 = ((∑ i, q i : ℝ) : ℂ) := by
  simp [structureFactor]

/-- For any vector `n`, the derivative at `t = 0` of the structure factor at wavevector `t • n` is
the imaginary unit times the dot product of `n` with the dipole moment. -/
theorem structureFactor_hasDerivAt (q : ι → ℝ) (r : ι → E3) (n : E3) :
    HasDerivAt (fun t : ℝ => structureFactor q r (t • n))
      (((inner ℝ n (dipoleMoment q r) : ℝ) : ℂ) * Complex.I) 0 := by
  have h : ∀ i ∈ (Finset.univ : Finset ι), HasDerivAt
      (fun t : ℝ => (q i : ℂ) * Complex.exp (((inner ℝ (t • n) (r i) : ℝ) : ℂ) * Complex.I))
      ((q i : ℂ) * (((inner ℝ n (r i) : ℝ) : ℂ) * Complex.I)) 0 := by
    intro i _
    simp only [real_inner_smul_left]
    have h0 := (((hasDerivAt_id' (0 : ℝ)).mul_const
      (inner ℝ n (r i) : ℝ)).ofReal_comp).mul_const Complex.I
    exact (h0.cexp.const_mul (q i : ℂ)).congr_deriv (by simp)
  unfold structureFactor
  refine (HasDerivAt.fun_sum h).congr_deriv ?_
  simp only [dipoleMoment, inner_sum, real_inner_smul_right, Complex.ofReal_sum,
    Complex.ofReal_mul, Finset.sum_mul, mul_assoc]

/-- If the total charge is non-zero, the long-range kernel times the squared modulus of the
structure factor diverges as the wavevector shrinks to zero along a unit direction `n`. -/
theorem charged_longRange_diverges (α : ℝ) (q : ι → ℝ) (r : ι → E3) {n : E3}
    (hn : ‖n‖ = 1) (hq : ∑ i, q i ≠ 0) :
    Tendsto (fun t : ℝ => longRange α ‖t • n‖ * ‖structureFactor q r (t • n)‖ ^ 2)
      (𝓝[>] 0) atTop := by
  have hS := ((structureFactor_hasDerivAt q r n).continuousAt.tendsto.mono_left
    (nhdsWithin_le_nhds (s := Set.Ioi (0 : ℝ)))).norm.pow 2
  have hpos : 0 < ‖structureFactor q r ((0 : ℝ) • n)‖ ^ 2 := by
    rw [zero_smul, structureFactor_zero]
    exact pow_pos (norm_pos_iff.mpr (Complex.ofReal_ne_zero.mpr hq)) 2
  refine ((longRange_tendsto α).atTop_mul_pos hpos hS).congr' ?_
  filter_upwards [self_mem_nhdsWithin] with t ht
  have ht0 : 0 < t := ht
  have hk : ‖t • n‖ = t := by rw [norm_smul, hn, mul_one, Real.norm_of_nonneg ht0.le]
  simp only [hk]

/-- If the total charge vanishes, the long-range kernel times the squared modulus of the structure
factor tends to `4π (n · μ)²` as the wavevector shrinks to zero along a unit direction `n`, where
`μ` is the dipole moment. -/
theorem neutral_longRange_limit (α : ℝ) (q : ι → ℝ) (r : ι → E3) {n : E3}
    (hn : ‖n‖ = 1) (hq : ∑ i, q i = 0) :
    Tendsto (fun t : ℝ => longRange α ‖t • n‖ * ‖structureFactor q r (t • n)‖ ^ 2)
      (𝓝[>] 0) (𝓝 (4 * π * (inner ℝ n (dipoleMoment q r) : ℝ) ^ 2)) := by
  have h0 : structureFactor q r 0 = 0 := by
    rw [structureFactor_zero, hq, Complex.ofReal_zero]
  have hsub : Set.Ioi (0 : ℝ) ⊆ {0}ᶜ := by
    intro t ht
    simp only [Set.mem_compl_iff, Set.mem_singleton_iff]
    exact (show (0 : ℝ) < t from ht).ne'
  have hS := hasDerivAt_iff_tendsto_slope.mp (structureFactor_hasDerivAt q r n)
  have h1 := (hS.mono_left (nhdsWithin_mono 0 hsub)).norm.pow 2
  have h3 := ((damping_tendsto α).mul h1).const_mul (4 * π)
  have hlim : 4 * π * (1 * ‖((inner ℝ n (dipoleMoment q r) : ℝ) : ℂ) * Complex.I‖ ^ 2)
      = 4 * π * (inner ℝ n (dipoleMoment q r) : ℝ) ^ 2 := by
    rw [norm_mul, Complex.norm_I, mul_one, Complex.norm_real, Real.norm_eq_abs, sq_abs, one_mul]
  rw [← hlim]
  refine h3.congr' ?_
  -- the inverse square of the kernel turns the structure factor into its slope
  filter_upwards [self_mem_nhdsWithin] with t ht
  have ht0 : 0 < t := ht
  have hk : ‖t • n‖ = t := by rw [norm_smul, hn, mul_one, Real.norm_of_nonneg ht0.le]
  have hs : ‖slope (fun t : ℝ => structureFactor q r (t • n)) 0 t‖
      = t⁻¹ * ‖structureFactor q r (t • n)‖ := by
    simp only [slope_def_module, sub_zero, zero_smul, h0, norm_smul, norm_inv,
      Real.norm_of_nonneg ht0.le]
  simp only [hs, hk, longRange]
  ring

end

end EwaldZeroWavevector
```

```lean
#print axioms EwaldZeroWavevector.ewald_kernels_at_zero
#print axioms EwaldZeroWavevector.charged_longRange_diverges
#print axioms EwaldZeroWavevector.neutral_longRange_limit
```

```
'EwaldZeroWavevector.ewald_kernels_at_zero' depends on axioms: [propext, Classical.choice, Quot.sound]
'EwaldZeroWavevector.charged_longRange_diverges' depends on axioms: [propext, Classical.choice, Quot.sound]
'EwaldZeroWavevector.neutral_longRange_limit' depends on axioms: [propext, Classical.choice, Quot.sound]
```

### How the Lean statements map to the physics

`shortRange α k` and `longRange α k` are $v_S$ and $v_L$, real functions of a real wavenumber. The factor $4\pi$ belongs to units in which a unit point charge has the potential $1/r$, such as Gaussian or Hartree atomic units. The formulas are taken as definitions in reciprocal space; the file does not derive them from a splitting of $1/r$ in real space.

The theorem `ewald_kernels_at_zero` assumes `0 < α` and has three parts: the strict bounds for every `k` with `0 < k`, the limit of `shortRange α`, and the divergence of `longRange α`. The filter `𝓝[>] 0` means that the variable approaches zero through positive values. A target `𝓝 (π / α ^ 2)` is convergence to that number, and `atTop` is divergence to $+\infty$.

The charges are a family `q : ι → ℝ` over a finite index type `ι`, and the positions are a family `r : ι → E3`, where `E3` is Euclidean three-space. There `inner ℝ` is the dot product and `‖·‖` is the usual length. Positions may coincide, and `ι` may be empty, in which case the neutral limit reads $0$. `structureFactor` uses the sign convention $e^{+I\,k\cdot r_i}$, and `dipoleMoment` is taken about the coordinate origin.

`charged_longRange_diverges` and `neutral_longRange_limit` concern the same function of `t`, namely `longRange α ‖t • n‖ * ‖structureFactor q r (t • n)‖ ^ 2`. They differ in the hypothesis on `∑ i, q i`, which is non-zero in the first and zero in the second. The hypothesis `‖n‖ = 1` makes `t` the wavenumber. Neither theorem requires `α` to be positive. The case `α = 0` has no physical meaning here: Lean evaluates the division by zero as zero, so the damping factor becomes one and the formula returns $4\pi/k^2$. In the actual splitting, at fixed $k>0$, $v_L(k)$ tends to $0$ as $\alpha\to0^+$ and to the bare kernel $4\pi/k^2$ as $\alpha\to\infty$.

Several restrictions apply:

- Each limit is taken along one fixed direction, with $t$ varying continuously. The reciprocal vectors of a periodic cell are discrete, and no lattice appears in the file. In a periodic system, replacing a charge $q_i$ by its image displaced by a lattice vector $a$ changes $\mu$ by $q_i a$, so the neutral limit depends on which images are listed as the contents of the cell.
- The product $v_L|S|^2$ carries no cell volume and no factor $\tfrac12$, so it is not yet an energy.
- The charges are fixed points, with no polarisation and no continuous density.

### How the proof follows the derivation

**Bounds on the short-range kernel.** `exp_neg_le_quadratic` proves $e^{-x}\le1-x+x^2/2$ by the route above. Mathlib supplies $1+x+x^2/2\le e^x$, `nlinarith` checks that the first quadratic is positive and that the two quadratics multiply to at least one, and the closing `calc` multiplies through by $e^{-x}$. `shortRange_bounds` then collects three inequalities. Positivity comes from $e^{-x}<1$, the upper bound from `Real.add_one_lt_exp` applied to $-x$, and the lower bound from the quadratic estimate. In each of the two `calc` blocks, `field_simp` carries out the cancellation between $4\pi/k^2$ and the powers of $x$.

**Limits of the kernels.** `damping_tendsto` obtains the limit of the Gaussian factor from its continuity. `longRange_tendsto` starts from $k^{-1}\to+\infty$, squares it, multiplies by $4\pi$, and uses `atTop_mul_pos`: a function that diverges to $+\infty$, times one with a positive limit, also diverges. In `ewald_kernels_at_zero`, the short-range limit is a squeeze between the lower bound $\pi/\alpha^2-\pi k^2/(8\alpha^4)$ and the constant $\pi/\alpha^2$. The `filter_upwards` steps restrict attention to $k>0$, where the bounds hold.

**Expansion of the structure factor.** `structureFactor_zero` evaluates $S(0)$. `structureFactor_hasDerivAt` differentiates each exponential by the chain rule, adds the derivatives with `HasDerivAt.fun_sum`, and moves the sum inside the dot product to recognise $n\cdot\mu$.

**The charged case.** A differentiable function is continuous, so the derivative lemma also yields $|S(tn)|^2\to|S(0)|^2$. The hypothesis on the total charge makes this limit positive (`hpos`), and `atTop_mul_pos` applies again. The remaining lines replace `‖t • n‖` by `t`.

**The neutral case.** `hasDerivAt_iff_tendsto_slope` restates the derivative as a limit of difference quotients, which Mathlib calls `slope`. Taking norms, squaring, and multiplying by the damping factor and $4\pi$ gives a function with the required limit; `hlim` simplifies that limit using $|I|=1$. It remains to show that this function is the original product for $t>0$. There `hs` uses $S(0)=0$ to write the norm of the slope as $t^{-1}|S(tn)|$, and the final `ring` matches the two factors of $t^{-1}$ with the inverse square in `longRange`.
